# Scaling all masses by s, the time step by √s and the initial velocities by 1/√s leaves velocity Verlet positions unchanged under position-dependent forces

Setting up a molecular dynamics run includes choosing the masses and the time step. For classical particles without constraints, equilibrium averages over positions at a given temperature do not depend on the masses. If only such averages are wanted, the masses are free parameters, and heavier particles tolerate a longer step. Suppose that every mass is multiplied by 4 and the step is raised from 1 fs to 2 fs. The run now covers twice the simulated time with the same number of force evaluations. To keep the temperature, the initial velocities are halved.

For velocity Verlet with forces that depend on positions alone, this run, started from the same positions, visits exactly the same configurations as the original one, step by step. The second femtosecond in each step buys no additional sampling. The same holds for any common factor $s>0$, with the step multiplied by $\sqrt s$ and the initial velocities by $1/\sqrt s$.

The Cartesian coordinates are labelled by $i$ in an index set `ι`. A configuration is a function `ι → ℝ`, and so is a set of velocities. For $N$ atoms in three dimensions, `ι` has $3N$ elements.

```lean
import Mathlib

namespace VerletMassScaling

variable {ι : Type*}
```

## The update equations multiplied by the mass

Let $m_i$ be the mass belonging to coordinate $i$, $F_i(x)$ the force along it in configuration $x$, and $h$ the time step. Write $x_{n,i}$ and $v_{n,i}$ for position and velocity after $n$ steps. Velocity Verlet is

$$x_{n+1,i}=x_{n,i}+h\,v_{n,i}+\frac{h^2}{2m_i}F_i(x_n),$$

$$v_{n+1,i}=v_{n,i}+\frac{h}{2m_i}\bigl(F_i(x_n)+F_i(x_{n+1})\bigr).$$

Multiplying each equation by $m_i$ removes the division:

$$m_i\,(x_{n+1,i}-x_{n,i}-h\,v_{n,i})=\tfrac{h^2}{2}F_i(x_n),$$

$$m_i\,(v_{n+1,i}-v_{n,i})=\tfrac h2\bigl(F_i(x_n)+F_i(x_{n+1})\bigr).$$

The predicate `IsVerletRun m F h x v` says that the sequences `x` and `v` satisfy these two equations, named `drift` and `kick`, for all $n$ and $i$. Here `x n i` is $x_{n,i}$.

The type of `F` carries the main physical restriction: it takes a configuration and returns one force component per coordinate. Friction, magnetic forces, random forces and explicit time dependence are therefore excluded. The force need not come from a potential, and no smoothness is required. Each coordinate has its own mass, so the three coordinates of an atom are given equal masses by choosing `m` accordingly. Thermostats, barostats and constraints are not part of the model, and the arithmetic is that of exact real numbers.

```lean
/-- The sequences `x` of positions and `v` of velocities obey the velocity Verlet equations
with masses `m`, force `F` and time step `h`, each equation being multiplied by the mass. -/
structure IsVerletRun (m : ι → ℝ) (F : (ι → ℝ) → ι → ℝ) (h : ℝ)
    (x v : ℕ → ι → ℝ) : Prop where
  drift : ∀ n i, m i * (x (n + 1) i - x n i - h * v n i) = h ^ 2 / 2 * F (x n) i
  kick : ∀ n i, m i * (v (n + 1) i - v n i) = h / 2 * (F (x n) i + F (x (n + 1)) i)
```

A program uses the explicit form. From a state $p=(x,v)$ it computes the new positions $x'$, evaluates the force there, and then updates the velocities. In the code, `p.1` holds the positions and `p.2` the velocities.

```lean
/-- One explicit velocity Verlet update of a pair (positions, velocities). -/
noncomputable def verletStep (m : ι → ℝ) (F : (ι → ℝ) → ι → ℝ) (h : ℝ)
    (p : (ι → ℝ) × (ι → ℝ)) : (ι → ℝ) × (ι → ℝ) :=
  let x' : ι → ℝ := fun i => p.1 i + h * p.2 i + h ^ 2 / 2 * (F p.1 i / m i)
  (x', fun i => p.2 i + h / 2 * ((F p.1 i + F x' i) / m i))
```

The kinetic energy is the usual sum over coordinates,

$$K=\sum_i \tfrac12 m_i v_i^2 ,$$

and it is the only quantity here that requires the number of coordinates to be finite.

```lean
/-- The kinetic energy, summed over all Cartesian coordinates. -/
noncomputable def kineticEnergy [Fintype ι] (m v : ι → ℝ) : ℝ :=
  ∑ i, m i * v i ^ 2 / 2
```

## Every initial state starts a run

Iterating the explicit update should produce sequences that satisfy the multiplied equations. For positive $m_i$, inserting the new position gives

$$m_i\,(x'_i-x_i-h\,v_i)=m_i\cdot\frac{h^2}{2}\,\frac{F_i(x)}{m_i}=\frac{h^2}{2}F_i(x),$$

and inserting the new velocity gives

$$m_i\,(v'_i-v_i)=m_i\cdot\frac h2\,\frac{F_i(x)+F_i(x')}{m_i}=\frac h2\bigl(F_i(x)+F_i(x')\bigr).$$

Both lines use only $m_i\,(a/m_i)=a$, which the proof calls `key`. The state after $n$ steps is named `q`, the equation for the next step is written out with `show`, and `linear_combination` adds the right multiple of `key`. Statements about `IsVerletRun` thus apply to what the explicit algorithm computes, from any initial positions and velocities.

```lean
/-- For positive masses, iterating the explicit update from any initial state gives a
velocity Verlet run. -/
theorem isVerletRun_iterate {m : ι → ℝ} (hm : ∀ i, 0 < m i) (F : (ι → ℝ) → ι → ℝ)
    (h : ℝ) (p : (ι → ℝ) × (ι → ℝ)) :
    IsVerletRun m F h (fun n => ((verletStep m F h)^[n] p).1)
      (fun n => ((verletStep m F h)^[n] p).2) := by
  have key : ∀ i (a : ℝ), m i * (a / m i) = a := by
    intro i a
    have := (hm i).ne'
    field_simp
  constructor
  · intro n i
    simp only [Function.iterate_succ_apply']
    generalize (verletStep m F h)^[n] p = q
    show m i * ((q.1 i + h * q.2 i + h ^ 2 / 2 * (F q.1 i / m i)) - q.1 i - h * q.2 i)
      = h ^ 2 / 2 * F q.1 i
    linear_combination h ^ 2 / 2 * key i (F q.1 i)
  · intro n i
    simp only [Function.iterate_succ_apply']
    generalize (verletStep m F h)^[n] p = q
    show m i * ((q.2 i + h / 2 * ((F q.1 i + F (verletStep m F h q).1 i) / m i)) - q.2 i)
      = h / 2 * (F q.1 i + F (verletStep m F h q).1 i)
    linear_combination h / 2 * key i (F q.1 i + F (verletStep m F h q).1 i)
```

## The initial data fix the run

Let $(x,v)$ and $(y,w)$ be two runs with the same masses, force and step, and with $y_0=x_0$ and $w_0=v_0$. Suppose that they agree after $n$ steps. Subtracting their drift equations leaves

$$m_i\,(y_{n+1,i}-x_{n+1,i})=0,$$

since the old positions, velocities and forces cancel. As $m_i>0$, the new positions agree. The new forces then agree too, and subtracting the kick equations gives

$$m_i\,(w_{n+1,i}-v_{n+1,i})=0,$$

so the new velocities agree. By induction the runs coincide at every step.

The order matters, because the velocity update contains the force at the new positions. The Lean proof keeps it: `hx'` is established first and then substituted into the kick equation. In both halves `mul_left_cancel₀` cancels the mass. With a vanishing mass the velocity of that coordinate would drop out of both multiplied equations. In any run that still satisfied them, the later values of this velocity could be changed at will, so the initial data would not fix the run. Nonzero masses would suffice for the cancellation; positive ones are the physical case.

```lean
/-- For positive masses, two velocity Verlet runs with the same masses, force, step and
initial data agree at every step. -/
theorem IsVerletRun.unique {m : ι → ℝ} {F : (ι → ℝ) → ι → ℝ} {h : ℝ}
    {x v y w : ℕ → ι → ℝ} (hm : ∀ i, 0 < m i)
    (hA : IsVerletRun m F h x v) (hB : IsVerletRun m F h y w)
    (hx0 : y 0 = x 0) (hv0 : w 0 = v 0) (n : ℕ) : y n = x n ∧ w n = v n := by
  induction n with
  | zero => exact ⟨hx0, hv0⟩
  | succ n ih =>
    obtain ⟨hx, hv⟩ := ih
    -- the new positions depend only on the old state
    have hx' : y (n + 1) = x (n + 1) := by
      funext i
      have a := hA.drift n i
      have b := hB.drift n i
      rw [hx, hv] at b
      apply mul_left_cancel₀ (hm i).ne'
      linear_combination b - a
    -- hence the new forces, and with them the new velocities, agree
    refine ⟨hx', ?_⟩
    funext i
    have a := hA.kick n i
    have b := hB.kick n i
    rw [hx, hv, hx'] at b
    apply mul_left_cancel₀ (hm i).ne'
    linear_combination b - a
```

## Rescaling a run gives a run

Take a run $(x,v)$ with masses $m_i$ and step $h$. Keep the positions, and replace the masses by $s\,m_i$, the step by $\sqrt s\,h$ and the velocities by $v_{n,i}/\sqrt s$. The displacement due to the velocity does not change:

$$\sqrt s\,h\cdot\frac{v_{n,i}}{\sqrt s}=h\,v_{n,i}.$$

The drift equation of the rescaled system therefore follows from the original one multiplied by $s$:

$$s\,m_i\Bigl(x_{n+1,i}-x_{n,i}-\sqrt s\,h\,\frac{v_{n,i}}{\sqrt s}\Bigr)=s\cdot\frac{h^2}{2}F_i(x_n)=\frac{(\sqrt s\,h)^2}{2}F_i(x_n).$$

For the kick equation, $s/\sqrt s=\sqrt s$ gives

$$s\,m_i\,\frac{v_{n+1,i}-v_{n,i}}{\sqrt s}=\sqrt s\,m_i\,(v_{n+1,i}-v_{n,i})=\frac{\sqrt s\,h}{2}\bigl(F_i(x_n)+F_i(x_{n+1})\bigr).$$

The forces are the same numbers in both systems because they are evaluated at the same positions. This is where the restriction to position-dependent forces enters.

In the proof, each of the two equations is a `linear_combination` of the original one, multiplied by $s$ or $\sqrt s$, and the identities for the square root. The masses may have any sign here, since none is cancelled.

```lean
/-- For `s > 0`, multiplying the masses by `s`, the step by `√s` and all velocities by `1/√s` turns
a velocity Verlet run into another one with the same positions. -/
theorem IsVerletRun.rescale {m : ι → ℝ} {F : (ι → ℝ) → ι → ℝ} {h s : ℝ}
    {x v : ℕ → ι → ℝ} (hs : 0 < s) (hA : IsVerletRun m F h x v) :
    IsVerletRun (fun i => s * m i) F (√s * h) x (fun n i => v n i / √s) := by
  have hr : √s ≠ 0 := (Real.sqrt_pos.mpr hs).ne'
  have hsq : √s ^ 2 = s := Real.sq_sqrt hs.le
  constructor
  · intro n i
    show s * m i * (x (n + 1) i - x n i - √s * h * (v n i / √s))
      = (√s * h) ^ 2 / 2 * F (x n) i
    -- the displacement `h v` is unchanged
    have e : √s * (v n i / √s) = v n i := by field_simp
    linear_combination s * hA.drift n i - s * m i * h * e - h ^ 2 / 2 * F (x n) i * hsq
  · intro n i
    show s * m i * (v (n + 1) i / √s - v n i / √s)
      = √s * h / 2 * (F (x n) i + F (x (n + 1)) i)
    have e : s / √s = √s := Real.div_sqrt
    linear_combination √s * hA.kick n i + m i * (v (n + 1) i - v n i) * e
```

## Two separate runs with matched initial data

Now let two runs be carried out independently. The first, $(x,v)$, has masses $m_i$ and step $h$. The second, $(y,w)$, has masses $s\,m_i$ and step $\sqrt s\,h$, and starts from

$$y_0=x_0,\qquad w_{0,i}=\frac{v_{0,i}}{\sqrt s}.$$

By the previous step, $(x,\,v/\sqrt s)$ is a run of the heavier system. It has the same initial data as $(y,w)$, and the masses $s\,m_i$ are positive, so the two coincide:

$$y_{n,i}=x_{n,i},\qquad w_{n,i}=\frac{v_{n,i}}{\sqrt s}\qquad\text{for all } n \text{ and } i.$$

The Lean proof is this sentence in one line: `rescale` followed by `unique`. The hypotheses `hx0` and `hv0` are the two initial conditions, and nothing is assumed about later steps. The step $h$ may be any real number, so a run backwards in time is included.

The heavier system does reach a later time, $n\sqrt s\,h$ in place of $n\,h$, but it has seen the same $n$ configurations after the initial one. An average over positions, taken step by step, has the same value in both runs. The theorem concerns one factor common to all masses, and says nothing about changing the mass ratios, as in moving mass from heavy atoms to the hydrogens bonded to them.

```lean
/-- Uniform mass scaling, for positive masses and `s > 0`: with masses times `s`, step times `√s`,
the same initial positions and initial velocities times `1/√s`, velocity Verlet visits the same
positions step by step, and every velocity is multiplied by `1/√s`. -/
theorem uniform_mass_scaling {m : ι → ℝ} {F : (ι → ℝ) → ι → ℝ} {h s : ℝ}
    {x v y w : ℕ → ι → ℝ} (hm : ∀ i, 0 < m i) (hs : 0 < s)
    (hA : IsVerletRun m F h x v)
    (hB : IsVerletRun (fun i => s * m i) F (√s * h) y w)
    (hx0 : y 0 = x 0) (hv0 : w 0 = fun i => v 0 i / √s) (n : ℕ) :
    y n = x n ∧ w n = fun i => v n i / √s :=
  (hA.rescale hs).unique (fun i => mul_pos hs (hm i)) hB hx0 hv0 n
```

## The kinetic energy is the same at every step

The factor $1/\sqrt s$ in the velocities is the one that keeps the temperature. At temperature $T$ the thermal variance of a velocity component is $k_{\mathrm B}T/m_i$, with $k_{\mathrm B}$ the Boltzmann constant, and it falls by the factor $s$ when the mass grows by $s$. For the two runs above, the agreement holds for each value of the kinetic energy and not only on average:

$$\sum_i\frac{s\,m_i}{2}\Bigl(\frac{v_{n,i}}{\sqrt s}\Bigr)^2=\sum_i\frac{m_i v_{n,i}^2}{2}.$$

The proof inserts the velocities from `uniform_mass_scaling`, replaces $(\sqrt s)^2$ by $s$, and compares the sums term by term.

```lean
/-- For positive masses and `s > 0`, a run with masses times `s`, step times `√s`, the same initial
positions and initial velocities times `1/√s` has the same kinetic energy as the original run at
every step. -/
theorem kineticEnergy_mass_scaling [Fintype ι] {m : ι → ℝ} {F : (ι → ℝ) → ι → ℝ}
    {h s : ℝ} {x v y w : ℕ → ι → ℝ} (hm : ∀ i, 0 < m i) (hs : 0 < s)
    (hA : IsVerletRun m F h x v)
    (hB : IsVerletRun (fun i => s * m i) F (√s * h) y w)
    (hx0 : y 0 = x 0) (hv0 : w 0 = fun i => v 0 i / √s) (n : ℕ) :
    kineticEnergy (fun i => s * m i) (w n) = kineticEnergy m (v n) := by
  have hw := (uniform_mass_scaling hm hs hA hB hx0 hv0 n).2
  have hs' := hs.ne'
  simp only [kineticEnergy, hw, div_pow, Real.sq_sqrt hs.le]
  refine Finset.sum_congr rfl fun i _ => ?_
  field_simp
```

## Three successive positions without velocities

It remains to ask whether another step could give the heavier system the same positions, perhaps with different velocities. For this the velocities are eliminated. The drift equations for steps $n+1$ and $n$ are

$$m_i\,(x_{n+2,i}-x_{n+1,i}-h\,v_{n+1,i})=\tfrac{h^2}{2}F_i(x_{n+1}),$$

$$m_i\,(x_{n+1,i}-x_{n,i}-h\,v_{n,i})=\tfrac{h^2}{2}F_i(x_n).$$

Subtract the second from the first, and add $h$ times the kick equation,

$$h\,m_i\,(v_{n+1,i}-v_{n,i})=\tfrac{h^2}{2}\bigl(F_i(x_n)+F_i(x_{n+1})\bigr).$$

The velocities cancel, and so does $F_i(x_n)$. What is left is

$$m_i\,(x_{n+2,i}-2x_{n+1,i}+x_{n,i})=h^2F_i(x_{n+1}).$$

The `linear_combination` in the proof is this sum of three equations. Masses and step enter the recursion only through $h^2/m_i$, which is unchanged when $m_i$ becomes $s\,m_i$ and $h$ becomes $\sqrt s\,h$.

```lean
/-- Eliminating the velocities from velocity Verlet leaves a recursion for three successive
positions: mass times second difference equals `h²` times the force at the middle one. -/
theorem IsVerletRun.second_difference {m : ι → ℝ} {F : (ι → ℝ) → ι → ℝ} {h : ℝ}
    {x v : ℕ → ι → ℝ} (hA : IsVerletRun m F h x v) (n : ℕ) (i : ι) :
    m i * (x (n + 2) i - 2 * x (n + 1) i + x n i) = h ^ 2 * F (x (n + 1)) i := by
  have a : m i * (x (n + 2) i - x (n + 1) i - h * v (n + 1) i)
      = h ^ 2 / 2 * F (x (n + 1)) i := hA.drift (n + 1) i
  linear_combination a - hA.drift n i + h * hA.kick n i
```

## With a nonzero force, only the step √s h reproduces the positions

Suppose that a run with masses $s\,m_i$ and step $h'$ has the same positions $x$ as the original run, with any velocities $w$. The recursion with $n=0$ holds for both:

$$m_i\,(x_{2,i}-2x_{1,i}+x_{0,i})=h^2F_i(x_1),$$

$$s\,m_i\,(x_{2,i}-2x_{1,i}+x_{0,i})=h'^2F_i(x_1).$$

Multiplying the first by $s$ and comparing gives $s\,h^2F_i(x_1)=h'^2F_i(x_1)$. If $F_i(x_1)\neq0$ for some coordinate $i$, the force cancels and $h'^2=s\,h^2$. For nonnegative steps this means $h'=\sqrt s\,h$.

In Lean, `c` is the equation for the squares, and the last line takes the root with the help of `hh` and `hh'`, which state that the steps are nonnegative.

The limit of free particles shows what the condition on the force does. With $F=0$ the positions are $x_{n,i}=x_{0,i}+n\,h\,v_{0,i}$, and any step $h'>0$ reproduces them if the velocities are set to $h\,v_{0,i}/h'$. A straight line traversed in equal strides does not fix a time scale, whereas a single nonzero force component at $x_1$ does.

```lean
/-- Converse, for `s > 0` and nonnegative steps `h` and `h'`: if a run with masses times `s` and
step `h'` has the same positions as a run with the original masses and step `h`, and some force
component is nonzero after the first step, then `h' = √s h`. -/
theorem step_eq_of_same_positions {m : ι → ℝ} {F : (ι → ℝ) → ι → ℝ} {h h' s : ℝ}
    {x v w : ℕ → ι → ℝ} (hs : 0 < s) (hh : 0 ≤ h) (hh' : 0 ≤ h')
    (hA : IsVerletRun m F h x v) (hB : IsVerletRun (fun i => s * m i) F h' x w)
    {i : ι} (hF : F (x 1) i ≠ 0) : h' = √s * h := by
  have a : m i * (x 2 i - 2 * x 1 i + x 0 i) = h ^ 2 * F (x 1) i :=
    hA.second_difference 0 i
  have b : s * m i * (x 2 i - 2 * x 1 i + x 0 i) = h' ^ 2 * F (x 1) i :=
    hB.second_difference 0 i
  -- the nonzero force can be cancelled, which fixes the square of the step
  have c : h' ^ 2 = s * h ^ 2 := by
    apply mul_right_cancel₀ hF
    linear_combination s * a - b
  have d : h' ^ 2 = (√s * h) ^ 2 := by
    rw [mul_pow, Real.sq_sqrt hs.le, c]
  exact (sq_eq_sq₀ hh' (mul_nonneg (Real.sqrt_nonneg s) hh)).mp d

end VerletMassScaling
```

```lean
#print axioms VerletMassScaling.isVerletRun_iterate
#print axioms VerletMassScaling.uniform_mass_scaling
#print axioms VerletMassScaling.kineticEnergy_mass_scaling
#print axioms VerletMassScaling.step_eq_of_same_positions
```

```
'VerletMassScaling.isVerletRun_iterate' depends on axioms: [propext, Classical.choice, Quot.sound]
'VerletMassScaling.uniform_mass_scaling' depends on axioms: [propext, Classical.choice, Quot.sound]
'VerletMassScaling.kineticEnergy_mass_scaling' depends on axioms: [propext, Classical.choice, Quot.sound]
'VerletMassScaling.step_eq_of_same_positions' depends on axioms: [propext, Classical.choice, Quot.sound]
```
